# Longitudinal phonons of the harmonic Coulomb chain: ω/q diverges as √(2 ln(1/q)) at small q

## Reading a sound velocity from a phonon branch

A sound velocity can be extracted from a computed acoustic phonon branch by dividing the angular frequency ω by the wave number q at a few small values of q and extrapolating to q = 0. For the longitudinal branch of an infinite chain of equal, equally spaced ions with bare Coulomb repulsion, treated harmonically, this extrapolation has no finite limit. In units where the charge and mass of an ion, the lattice spacing and the Coulomb constant are 1, so that two ions at distance r have the energy 1/r, the ratio ω/q grows like √(2 ln(1/q)), so ω/(q √ln(1/q)) has a finite limit, √2.

The same behaviour appears in the long-wavelength charge mode of a one-dimensional Wigner crystal, when it is described by the same harmonic, unscreened model. If a simulation of this chain cuts the interaction after M neighbours on each side, it does find a finite velocity, √(2(1 + 1/2 + … + 1/M)), but the cutoff sets its value.

## From Coulomb repulsion to the dispersion relation

The ions have unit charge and unit mass and sit at the integers, so q is measured in inverse lattice spacings. They move only along the chain, and u_j is the displacement of ion j. Two ions at distance r repel with force 1/r², and

d/dr (1/r²) = −2/r³.

Label the neighbours of ion j by n = 0, 1, 2, …, with distance r = n + 1 on either side. To first order in the displacements, the right and left neighbours push ion j with

−1/r² + (2/r³)(u_{j+r} − u_j) and +1/r² − (2/r³)(u_j − u_{j−r}).

The constant parts cancel, which leaves the force

−(2/r³)(2u_j − u_{j+r} − u_{j−r}).

Now insert u_j = cos θ with θ = qj − ωt. Since cos(θ + qr) + cos(θ − qr) = 2 cos θ cos(qr), the bracket equals 2(1 − cos(qr)) cos θ. The acceleration is −ω² cos θ, so Newton's equation holds when ω² = D(q), where

D(q) = Σ_{n≥0} 4(1 − cos(q(n+1)))/(n+1)³.

## What is proved, and about which objects

- `pairStiffness r` is 2/r³. The theorem `coulomb_stiffness` obtains it by differentiating the potential 1/r twice, for r > 0.
- `restoringForce u j` is the sum over n of the stiffness times the bracket above. Its sign is opposite to that of the force: the acceleration is minus `restoringForce`.
- `bondTerm q n` is the nth term of the series, and `D q` is the whole series. For unit mass, `D` is the 1 × 1 dynamical matrix.
- `frequency q` is √D(q), an angular frequency.

`planeWave_newton` states that the travelling cosine wave with ω = `frequency q` satisfies Newton's equation with the linearised force at every site and time, for every real q.

`D_log_bound` is the quantitative result. For 0 < q ≤ 1,

|D(q) − 2q² ln(1/q)| ≤ 10q².

Three limits follow as q tends to 0 from above, written `𝓝[>] 0`:

- `D_asymptotics`: D(q)/(q² ln(1/q)) → 2.
- `velocity_asymptotics`: (ω/q)/√ln(1/q) → √2.
- `sound_velocity_diverges`: ω/q → ∞. Despite the name, this concerns the phase velocity; the group velocity dω/dq is not treated.

In the Lean code, the linear `restoringForce` is a definition, and only the stiffness of a single pair is derived from the Coulomb potential. The step from the full force on an ion to the linear one is the hand calculation above. Screening, transverse motion, finite length and whatever holds the repelling ions together are left out of the model.

## Where the logarithm comes from

For q(n+1) well below 1, the cosine can be expanded and each term is close to 2q²/(n+1). These terms add up to a harmonic sum, which ends near n + 1 = 1/q. Let 0 < q ≤ 1 and let N be the integer part of 1/q. Then N ≥ 1 and qN ≤ 1 < q(N+1).

**Near neighbours, n = 0, …, N − 1.** Put r = n + 1 and y = qr, so that 0 < y ≤ 1. The bounds

1 − y²/2 ≤ cos y ≤ 1 − y²/2 + (5/96)y⁴

give 2y² − y³ ≤ 4(1 − cos y) ≤ 2y², because (5/24)y⁴ ≤ y³. Dividing by r³,

2q²/r − q³ ≤ term ≤ 2q²/r.

Let H_N = 1 + 1/2 + … + 1/N. The near part lies between 2q²H_N − Nq³ and 2q²H_N, and Nq³ ≤ q². Moreover,

ln(1/q) ≤ ln(N+1) ≤ H_N ≤ 1 + ln N ≤ 1 + ln(1/q).

The near part therefore lies between 2q² ln(1/q) − q² and 2q² ln(1/q) + 2q².

**Far neighbours, n ≥ N.** Since 1 − cos ≤ 2, each term is at most

8/(n+1)³ ≤ 8/(n(n+1)(n+2)) = g(n) − g(n+1), with g(n) = 4/(n(n+1)).

The sum telescopes to at most g(N). Because N + 1 ≤ 2N and q(N+1) ≥ 1,

g(N) = 4/(N(N+1)) ≤ 8/(N+1)² ≤ 8q².

**Together.** The difference D(q) − 2q² ln(1/q) lies between −q² and 10q². For q < 1, dividing by q² ln(1/q) gives

|D(q)/(q² ln(1/q)) − 2| ≤ 10/ln(1/q) → 0.

The square root of this quotient is ω/(q√ln(1/q)), which tends to √2. Multiplying by √ln(1/q), which tends to infinity, shows that ω/q diverges.

## The complete Lean source

```lean
import Mathlib

open Filter Topology

namespace CoulombChain

noncomputable section

/-- Stiffness of a pair of unit charges at distance `r > 0`, for longitudinal displacements. -/
def pairStiffness (r : ℝ) : ℝ := 2 / r ^ 3

/-- Minus the linearised force on ion `j` of a chain with unit spacing, when the ions are displaced
along the chain by a bounded `u`; the sum runs over the pairs of neighbours at distance `n + 1`. -/
def restoringForce (u : ℤ → ℝ) (j : ℤ) : ℝ :=
  ∑' n : ℕ, pairStiffness ((n : ℝ) + 1) * (2 * u j - u (j + (n + 1)) - u (j - (n + 1)))

/-- Contribution of the two neighbours at distance `n + 1` to the squared phonon frequency. -/
def bondTerm (q : ℝ) (n : ℕ) : ℝ :=
  4 * (1 - Real.cos (q * ((n : ℝ) + 1))) / ((n : ℝ) + 1) ^ 3

/-- The dynamical function `D(q)`, the sum of `4 (1 - cos (q n)) / n ^ 3` over `n ≥ 1`. -/
def D (q : ℝ) : ℝ := ∑' n : ℕ, bondTerm q n

/-- Phonon frequency at wave number `q`, for ions of unit mass. -/
def frequency (q : ℝ) : ℝ := Real.sqrt (D q)

/-- At distance `r > 0` the Coulomb potential `1 / r` gives the repulsion `1 / r ^ 2`, and
this repulsion decreases with distance at the rate `pairStiffness r`. -/
theorem coulomb_stiffness {r : ℝ} (hr : 0 < r) :
    HasDerivAt (fun s : ℝ => 1 / s) (-(1 / r ^ 2)) r ∧
      HasDerivAt (fun s : ℝ => 1 / s ^ 2) (-pairStiffness r) r := by
  have h : HasDerivAt (fun s : ℝ => s⁻¹) (-(r ^ 2)⁻¹) r := hasDerivAt_inv hr.ne'
  constructor
  · simpa only [one_div] using h
  · have e : (fun s : ℝ => 1 / s ^ 2) = fun s => s⁻¹ * s⁻¹ := by
      funext s
      ring
    rw [e]
    exact (h.fun_mul h).congr_deriv (by unfold pairStiffness; ring)

theorem bondTerm_nonneg (q : ℝ) (n : ℕ) : 0 ≤ bondTerm q n := by
  have h := Real.cos_le_one (q * ((n : ℝ) + 1))
  exact div_nonneg (by linarith) (by positivity)

theorem bondTerm_le (q : ℝ) (n : ℕ) : bondTerm q n ≤ 8 / ((n : ℝ) + 1) ^ 3 := by
  have h := Real.neg_one_le_cos (q * ((n : ℝ) + 1))
  exact div_le_div_of_nonneg_right (by linarith) (by positivity)

/-- The series for the squared phonon frequency converges at every wave number. -/
theorem summable_bondTerm (q : ℝ) : Summable (bondTerm q) := by
  have h : Summable (fun n : ℕ => 1 / ((n : ℝ) + 1) ^ 3) := by
    have := (summable_nat_add_iff 1).mpr
      (Real.summable_one_div_nat_pow.mpr (by norm_num : 1 < 3))
    simpa only [Nat.cast_add, Nat.cast_one] using this
  refine Summable.of_nonneg_of_le (bondTerm_nonneg q) (fun n => ?_) (h.mul_left 8)
  exact (bondTerm_le q n).trans (le_of_eq (by ring))

/-- The travelling wave `cos (q j - ω t)` with `ω = frequency q` solves Newton's equation of the
chain: its velocity is `ω sin (q j - ω t)`, its acceleration is minus `restoringForce`. -/
theorem planeWave_newton (q t : ℝ) (j : ℤ) :
    HasDerivAt (fun s => Real.cos (q * j - frequency q * s))
        (frequency q * Real.sin (q * j - frequency q * t)) t ∧
      HasDerivAt (fun s => frequency q * Real.sin (q * j - frequency q * s))
        (-restoringForce (fun i => Real.cos (q * i - frequency q * t)) j) t := by
  have h : HasDerivAt (fun s => q * j - frequency q * s) (-frequency q) t :=
    (((hasDerivAt_id' t).const_mul (frequency q)).const_sub (q * j)).congr_deriv (by ring)
  have hD : frequency q ^ 2 = D q := Real.sq_sqrt (tsum_nonneg (bondTerm_nonneg q))
  -- `restoringForce` multiplies the wave by `D q`
  have hF : restoringForce (fun i => Real.cos (q * i - frequency q * t)) j
      = D q * Real.cos (q * j - frequency q * t) := by
    unfold restoringForce D
    rw [← tsum_mul_right]
    refine tsum_congr fun n => ?_
    simp only [bondTerm, pairStiffness]
    push_cast
    rw [show q * ((j : ℝ) + (n + 1)) - frequency q * t
        = (q * j - frequency q * t) + q * (n + 1) by ring,
      show q * ((j : ℝ) - (n + 1)) - frequency q * t
        = (q * j - frequency q * t) - q * (n + 1) by ring,
      Real.cos_add (q * j - frequency q * t) (q * (n + 1)),
      Real.cos_sub (q * j - frequency q * t) (q * (n + 1))]
    ring
  refine ⟨h.cos.congr_deriv (by ring), (h.sin.const_mul (frequency q)).congr_deriv ?_⟩
  rw [hF, ← hD]
  ring

/-- Neighbours beyond a cutoff `N ≥ 1` with `q (N + 1) ≥ 1` contribute at most `8 q ^ 2`. -/
theorem tail_le {q : ℝ} {N : ℕ} (hN : 1 ≤ N) (h : 1 ≤ q * ((N : ℝ) + 1)) :
    ∑' i : ℕ, bondTerm q (i + N) ≤ 8 * q ^ 2 := by
  obtain ⟨g, hg⟩ : ∃ g : ℕ → ℝ, ∀ m, g m = 4 / ((m : ℝ) * (m + 1)) := ⟨_, fun _ => rfl⟩
  have hg0 : ∀ m, 0 ≤ g m := fun m => by rw [hg]; positivity
  -- each term is dominated by a telescoping difference
  have hs : ∀ m : ℕ, 1 ≤ m → bondTerm q m ≤ g m - g (m + 1) := by
    intro m hm
    have hm' : (0 : ℝ) < m := by exact_mod_cast hm
    have e : g m - g (m + 1) = 8 / ((m : ℝ) * (m + 1) * (m + 2)) := by
      rw [hg, hg]
      push_cast
      rw [div_sub_div _ _ (by positivity) (by positivity),
        div_eq_div_iff (by positivity) (by positivity)]
      ring
    rw [e]
    exact (bondTerm_le q m).trans
      (div_le_div_of_nonneg_left (by norm_num) (by positivity) (by nlinarith))
  have hsum : ∀ M : ℕ, ∑ i ∈ Finset.range M, bondTerm q (i + N) ≤ g N - g (M + N) := by
    intro M
    induction M with
    | zero => simp
    | succ M ih =>
      rw [Finset.sum_range_succ, show M + 1 + N = M + N + 1 by omega]
      linarith [hs (M + N) (by omega)]
  have hgN : g N ≤ 8 * q ^ 2 := by
    have hN' : (1 : ℝ) ≤ N := by exact_mod_cast hN
    have h1 : 1 ≤ (q * ((N : ℝ) + 1)) ^ 2 := one_le_pow₀ h
    have h2 : q ^ 2 * ((N : ℝ) + 1) * (N + 1) ≤ q ^ 2 * ((N : ℝ) + 1) * (2 * N) :=
      mul_le_mul_of_nonneg_left (by linarith) (by positivity)
    rw [hg, div_le_iff₀ (by positivity)]
    linarith
  exact Real.tsum_le_of_sum_range_le (fun i => bondTerm_nonneg q _)
    (fun M => by linarith [hsum M, hg0 (M + N)])

/-- A neighbour at distance `n + 1` with `q (n + 1) ≤ 1` contributes `2 q ^ 2 / (n + 1)`, up to
a deficit of at most `q ^ 3`, for `q > 0`. -/
theorem bondTerm_near {q : ℝ} (hq : 0 < q) {n : ℕ} (hn : q * ((n : ℝ) + 1) ≤ 1) :
    2 * q ^ 2 * (1 / ((n : ℝ) + 1)) - q ^ 3 ≤ bondTerm q n ∧
      bondTerm q n ≤ 2 * q ^ 2 * (1 / ((n : ℝ) + 1)) := by
  unfold bondTerm
  have hx : (0 : ℝ) < (n : ℝ) + 1 := by positivity
  generalize (n : ℝ) + 1 = x at hn hx ⊢
  have hy : 0 < q * x := mul_pos hq hx
  have e : 1 / x * x ^ 3 = x ^ 2 := by field_simp
  constructor
  · have hc := Real.cos_bound (x := q * x) (by rwa [abs_of_pos hy])
    rw [abs_of_pos hy] at hc
    have h4 : (q * x) ^ 4 ≤ (q * x) ^ 3 := pow_le_pow_of_le_one hy.le hn (by norm_num)
    have h3 : 0 < (q * x) ^ 3 := pow_pos hy 3
    have e' : (2 * q ^ 2 * (1 / x) - q ^ 3) * x ^ 3 = 2 * (q * x) ^ 2 - (q * x) ^ 3 := by
      linear_combination 2 * q ^ 2 * e
    rw [le_div_iff₀ (pow_pos hx 3), e']
    linarith [(abs_le.mp hc).2]
  · have e' : 2 * q ^ 2 * (1 / x) * x ^ 3 = 2 * (q * x) ^ 2 := by
      linear_combination 2 * q ^ 2 * e
    rw [div_le_iff₀ (pow_pos hx 3), e']
    linarith [Real.one_sub_sq_div_two_le_cos (x := q * x)]

/-- For `0 < q ≤ 1` the squared phonon frequency is `2 q ^ 2 ln (1 / q)` up to an error of at
most `10 q ^ 2`. -/
theorem D_log_bound {q : ℝ} (hq : 0 < q) (hq1 : q ≤ 1) :
    |D q - 2 * q ^ 2 * Real.log (1 / q)| ≤ 10 * q ^ 2 := by
  -- cut the sum at one inverse wave number
  obtain ⟨N, hN⟩ : ∃ N : ℕ, N = ⌊1 / q⌋₊ := ⟨_, rfl⟩
  have hlo : (N : ℝ) ≤ 1 / q := by rw [hN]; exact Nat.floor_le (by positivity)
  have hhi : 1 / q < (N : ℝ) + 1 := by rw [hN]; exact Nat.lt_floor_add_one _
  have hN1 : 1 ≤ N := by
    rw [hN]
    exact Nat.le_floor (by rw [Nat.cast_one, le_div_iff₀ hq]; linarith)
  have hN0 : (0 : ℝ) < N := by exact_mod_cast hN1
  have hqN : q * N ≤ 1 := by linarith [(le_div_iff₀ hq).mp hlo]
  have hT := tail_le hN1 (q := q) (by linarith [(div_lt_iff₀ hq).mp hhi])
  have hT0 : 0 ≤ ∑' i : ℕ, bondTerm q (i + N) := tsum_nonneg fun i => bondTerm_nonneg q _
  have hsplit : ∑ i ∈ Finset.range N, bondTerm q i + ∑' i : ℕ, bondTerm q (i + N) = D q :=
    (summable_bondTerm q).sum_add_tsum_nat_add N
  have hnear : ∀ i ∈ Finset.range N, q * ((i : ℝ) + 1) ≤ 1 := by
    intro i hi
    have hi' : (i : ℝ) + 1 ≤ N := by exact_mod_cast Finset.mem_range.mp hi
    exact (mul_le_mul_of_nonneg_left hi' hq.le).trans hqN
  have hU := Finset.sum_le_sum fun i hi => (bondTerm_near hq (hnear i hi)).2
  have hL := Finset.sum_le_sum fun i hi => (bondTerm_near hq (hnear i hi)).1
  rw [← Finset.mul_sum] at hU
  rw [Finset.sum_sub_distrib, ← Finset.mul_sum, Finset.sum_const, Finset.card_range,
    nsmul_eq_mul] at hL
  -- the near part is a harmonic sum, hence a logarithm
  have hH : ((harmonic N : ℚ) : ℝ) = ∑ i ∈ Finset.range N, 1 / ((i : ℝ) + 1) := by
    simp [harmonic]
  have hH1 := harmonic_le_one_add_log N
  have hH2 := log_add_one_le_harmonic N
  rw [hH] at hH1 hH2
  push_cast at hH2
  have hl1 := Real.log_le_log hN0 hlo
  have hl2 := Real.log_le_log (by positivity : 0 < 1 / q) hhi.le
  have hq2 : 0 ≤ 2 * q ^ 2 := by positivity
  have hA := mul_le_mul_of_nonneg_left (hH1.trans (add_le_add le_rfl hl1)) hq2
  have hB := mul_le_mul_of_nonneg_left (hl2.trans hH2) hq2
  have hC := mul_le_mul_of_nonneg_left hqN (sq_nonneg q)
  rw [abs_le]
  constructor <;> nlinarith

theorem tendsto_log_inv : Tendsto (fun q : ℝ => Real.log (1 / q)) (𝓝[>] 0) atTop := by
  simp only [one_div]
  exact Real.tendsto_log_atTop.comp tendsto_inv_nhdsGT_zero

/-- As `q` tends to `0` from above, `D(q) / (q ^ 2 ln (1 / q))` tends to `2`. -/
theorem D_asymptotics :
    Tendsto (fun q => D q / (q ^ 2 * Real.log (1 / q))) (𝓝[>] 0) (𝓝 2) := by
  rw [tendsto_iff_norm_sub_tendsto_zero]
  refine squeeze_zero' (Eventually.of_forall fun q => norm_nonneg _) ?_
    (tendsto_log_inv.const_div_atTop 10)
  filter_upwards [self_mem_nhdsWithin, tendsto_log_inv.eventually_gt_atTop 0,
    nhdsWithin_le_nhds (Iio_mem_nhds (zero_lt_one : (0 : ℝ) < 1))] with q hq hl hq1
  have hq' : 0 < q := hq
  have hb := D_log_bound hq' (le_of_lt hq1)
  generalize Real.log (1 / q) = l at hl hb ⊢
  have hp : 0 < q ^ 2 * l := by positivity
  have e : D q / (q ^ 2 * l) - 2 = (D q - 2 * q ^ 2 * l) / (q ^ 2 * l) := by
    rw [eq_div_iff hp.ne', sub_mul, div_mul_cancel₀ _ hp.ne']
    ring
  rw [Real.norm_eq_abs, e, abs_div, abs_of_pos hp, div_le_div_iff₀ hp hl]
  nlinarith [mul_le_mul_of_nonneg_right hb hl.le]

/-- The phase velocity `ω / q`, divided by the square root of `ln (1 / q)`, tends to `√2` as
`q` tends to `0` from above. -/
theorem velocity_asymptotics :
    Tendsto (fun q => frequency q / q / Real.sqrt (Real.log (1 / q))) (𝓝[>] 0)
      (𝓝 (Real.sqrt 2)) := by
  refine ((Real.continuous_sqrt.tendsto 2).comp D_asymptotics).congr' ?_
  filter_upwards [self_mem_nhdsWithin] with q hq
  have hq' : 0 < q := hq
  simp only [Function.comp_apply, frequency]
  have hD : 0 ≤ D q := tsum_nonneg (bondTerm_nonneg q)
  rw [Real.sqrt_div hD, Real.sqrt_mul (sq_nonneg q),
    Real.sqrt_sq hq'.le, div_div]

/-- The phase velocity `ω / q` of the Coulomb chain grows without bound as `q` tends to `0`
from above. -/
theorem sound_velocity_diverges :
    Tendsto (fun q => frequency q / q) (𝓝[>] 0) atTop := by
  have hs := Real.tendsto_sqrt_atTop.comp tendsto_log_inv
  refine (velocity_asymptotics.pos_mul_atTop (by positivity) hs).congr' ?_
  filter_upwards [tendsto_log_inv.eventually_gt_atTop 0] with q hl
  exact div_mul_cancel₀ _ (Real.sqrt_pos.mpr hl).ne'

end

end CoulombChain
```

```lean
#print axioms CoulombChain.coulomb_stiffness
-- 'CoulombChain.coulomb_stiffness' depends on axioms: [propext, Classical.choice, Quot.sound]
#print axioms CoulombChain.planeWave_newton
-- 'CoulombChain.planeWave_newton' depends on axioms: [propext, Classical.choice, Quot.sound]
#print axioms CoulombChain.sound_velocity_diverges
-- 'CoulombChain.sound_velocity_diverges' depends on axioms: [propext, Classical.choice, Quot.sound]
```

## The derivation in Lean

**Convergence and the wave.** `bondTerm_nonneg` and `bondTerm_le` place each term between 0 and 8/(n+1)³, and `summable_bondTerm` compares the series with Σ 1/(n+1)³. In `planeWave_newton`, the intermediate result `hF` says that `restoringForce` of the wave is D(q) times the wave. It is proved term by term with `tsum_congr`, using the addition formulas for the cosine. The two time derivatives then come from the chain rule, with D(q) rewritten as ω².

**The far part.** `tail_le` contains the telescoping argument. Its step `hs` bounds one term by g(m) − g(m+1), `hsum` adds these bounds by induction, and `hgN` is the estimate g(N) ≤ 8q². `Real.tsum_le_of_sum_range_le` carries the bound from the partial sums to the infinite tail.

**The near part.** `bondTerm_near` gives the two-sided estimate for one term. The upper bound on the cosine is Mathlib's `Real.cos_bound`, and the lower one is `Real.one_sub_sq_div_two_le_cos`.

**Assembly.** `D_log_bound` sets N to `⌊1 / q⌋₊` and splits the series in `hsplit`. The sums of the near bounds are `hU` and `hL`, and Mathlib's bounds on `harmonic N` supply the logarithm. The final `nlinarith` combines these inequalities into the two sides of the absolute value.

**Limits.** `tendsto_log_inv` says that ln(1/q) tends to infinity. `D_asymptotics` squeezes the distance from 2 between 0 and 10/ln(1/q) with `squeeze_zero'`. `velocity_asymptotics` composes this limit with the continuous square root, and `sound_velocity_diverges` multiplies a positive limit by a factor that tends to infinity.

## A wave number that breaks the bound

`D_log_bound` assumes q ≤ 1. Take q = e⁶ instead. Then ln(1/q) = −6, and since D(q) ≥ 0,

D(q) − 2q² ln(1/q) ≥ 12q² > 10q².

The estimate therefore fails if all positive q are admitted. This q lies outside the first Brillouin zone, |q| ≤ π, and the ions move exactly as they do for some wave number inside it. The example thus tests the formula and does not describe a further phonon. The example shows that some upper limit on q is needed, but not that the limit must be 1.
